# On a ring with an odd number L of sites, the cosine of every allowed momentum is at least −cos(π/L)

On a periodic ring with a finite, odd number `L` of sites and unit spacing, the allowed momenta are 2πk/L with k = 0, …, L − 1. The lemma states that the cosine of each is at least −cos(π/L); it concerns the momenta alone, and no Hamiltonian enters. The proof writes `L` as 2m + 1 and treats k ≤ m and k > m separately, expressing the momentum as π minus or plus an offset. Since `L` is odd, that offset is at least π/L, and the bound follows because cosine decreases on [0, π].

This version doesn't compile in Lean 4 with Mathlib:

```lean
import Mathlib

open scoped Real ComplexConjugate

namespace NegCosLeCosMomentum

/-- On a ring with an odd number `L` of sites, the cosine of an allowed momentum
is never below `-cos (π / L)`. -/
theorem neg_cos_le_cos_momentum {L : ℕ} (hodd : Odd L) (k : ℕ) (hk : k < L) :
    -Real.cos (π / L) ≤ Real.cos (2 * π * k / L) := by
  obtain ⟨m, hm⟩ := hodd
  have hL : (0 : ℝ) < L := by exact_mod_cast (by omega : 0 < L)
  have ht : π / L * L = π := div_mul_cancel₀ _ hL.ne'
  have hp : 0 ≤ π / L := div_nonneg Real.pi_pos.le hL.le
  have hkL : (k : ℝ) ≤ L := by exact_mod_cast hk.le
  have hk0 : (0 : ℝ) ≤ k := Nat.cast_nonneg k
  rcases le_or_gt k m with h | h
  · -- momenta below the zone boundary
    have h1 : (2 * k + 1 : ℝ) ≤ L := by exact_mod_cast (by omega : 2 * k + 1 ≤ L)
    have e : 2 * π * k / L = π - (L - 2 * k) * (π / L) := by linear_combination ht
    rw [e, Real.cos_pi_sub]
    apply neg_le_neg
    apply Real.cos_le_cos_of_nonneg_of_le_pi hp
    · nlinarith [mul_nonneg hk0 hp]
    · nlinarith [mul_nonneg (sub_nonneg.2 h1) hp]
  · -- momenta above the zone boundary
    have h1 : (L + 1 : ℝ) ≤ 2 * k := by exact_mod_cast (by omega : L + 1 ≤ 2 * k)
    have e : 2 * π * k / L = (2 * k - L) * (π / L) + π := by linear_combination -ht
    rw [e, Real.cos_add_pi]
    apply neg_le_neg
    apply Real.cos_le_cos_of_nonneg_of_le_pi hp
    · nlinarith [mul_nonneg (sub_nonneg.2 hkL) hp]
    · nlinarith [mul_nonneg (sub_nonneg.2 h1) hp]

end NegCosLeCosMomentum
```

Messages:

```
Main.lean:28:61: error: ring failed, ring expressions not equal
L k : ℕ
hk : k < L
m : ℕ
hm : L = 2 * m + 1
hL : 0 < ↑L
ht : π / ↑L * ↑L = π
hp : 0 ≤ π / ↑L
hkL : ↑k ≤ ↑L
hk0 : 0 ≤ ↑k
h : m < k
h1 : ↑L + 1 ≤ 2 * ↑k
⊢ -(π * 2) + π * ↑L * (↑L)⁻¹ * 2 = 0
```

What went wrong. The error is a wrong sign in the proof of `e` for momenta above the zone boundary. The identity itself is true: its left side minus its right side is `π / L * L - π`, which is exactly the left side minus the right side of `ht`. `linear_combination` subtracts the proposed combination of hypotheses from the goal and asks `ring` to show that nothing remains. With `-ht` the difference is added instead of subtracted, so it doubles, and this is the `-(π * 2) + π * ↑L * (↑L)⁻¹ * 2` in the message.

That remainder is in fact zero, since `L` is nonzero, but `ring` does not use the hypothesis `hL` to cancel `↑L * (↑L)⁻¹`. The cancellation has to come from `ht`, with the right coefficient. Changing `-ht` to `ht` makes the two differences cancel term by term, and `ring` closes the goal.

As a diff, the version that Lean accepts:

```diff
@@ -26,5 +26,5 @@
   · -- momenta above the zone boundary
     have h1 : (L + 1 : ℝ) ≤ 2 * k := by exact_mod_cast (by omega : L + 1 ≤ 2 * k)
-    have e : 2 * π * k / L = (2 * k - L) * (π / L) + π := by linear_combination -ht
+    have e : 2 * π * k / L = (2 * k - L) * (π / L) + π := by linear_combination ht
     rw [e, Real.cos_add_pi]
     apply neg_le_neg
```
